# A first-order transition in the mean-field p-spin ferromagnet for p ≥ 3

Q: Take Ising spins coupled in triples, all to all, with energy $-Jm^3$ per spin at magnetization $m$. On cooling, does $m$ grow from zero or jump?

A: It jumps. Write $K=J/k_BT$, and let $S(m)$ be the entropy per spin in units of $k_B$. The free energy per spin, in units of $k_BT$, is $f(m)=-Km^3-S(m)$. Near $m=0$, ordering costs an entropy of about $m^2/2$ and gains only $Km^3$, so zero remains a local minimum at every $K$. The ordered state has to win from a distance, and at $K=\log 2$ it already has: $f(0)\approx-0.693$, while $f(0.9)\approx-0.704$.

Q: Show me the argument for general $p\ge3$, with $f(m)=-Km^p-S(m)$ on $[0,1]$.

A: The entropy is that of a fraction $(1+m)/2$ of up spins,
$$S(m)=-\tfrac{1+m}{2}\log\tfrac{1+m}{2}-\tfrac{1-m}{2}\log\tfrac{1-m}{2}.$$

1. For $0<m<1$, $S'(m)=-\tfrac12[\log(1+m)-\log(1-m)]=-(m+m^3/3+\dots)\le-m$. Integrating from $S(0)=\log2$ gives $S(m)\le\log2-m^2/2$.
2. Hence $f(m)-f(0)\ge m^2(\tfrac12-Km^{p-2})$. This is positive if $m>0$ and $2Km^{p-2}<1$, which includes all sufficiently small $m>0$.
3. Set $K=\log2$ and flip a fraction $q=e^{-2p}$ of the saturated spins, so $m=1-2q$. Then $S(m)\ge-q\log q=2pq$. Bernoulli's inequality gives $m^p\ge1-2pq$, so the energy cost is at most $2pq\log2<2pq$. Thus $f(m)<-\log2=f(0)$.
4. Let $K_c$ be the minimum of $(\log2-S(m))/m^p$ on $[\tfrac12,1]$, attained at $m_c$. Step 3 gives $K_c<\log2$. The ratio equals $\log2$ at $m=1$, so $m_c<1$.
5. At $K_c$, $f(m)\ge f(0)$ on $[\tfrac12,1]$ by construction. For $0<m<\tfrac12$, $m^{p-2}\le m$ and $K_c<1$, so step 2 applies. Since $f(m_c)=f(0)$, both states are global minimizers. If $K_c\le\tfrac12$, step 2 would put $m_c$ strictly above zero in free energy, so $K_c>\tfrac12$.
6. Lowering $K$ raises $f(m)$ for $m>0$ and leaves $f(0)$ fixed, so zero still minimizes. Raising $K$ above $K_c$ puts $m_c$ below it.
7. If $m_1,m_2$ minimize $f$ at $K_1<K_2$, adding the two minimality inequalities gives $(K_2-K_1)(m_2^p-m_1^p)\ge0$, so $m_1\le m_2$. Comparison with $0$ and $m_c$ at $K_c$ gives $m=0$ below $K_c$ and $m\ge m_c$ above it.

Q: Would pair interactions do as well?

A: No, $p\ge2$ is not enough. For $p=2$,
$$f(m)-f(0)=(\tfrac12-K)m^2+\tfrac{m^4}{12}+\tfrac{m^6}{30}+\dots$$
with all later coefficients positive. The threshold is $K=\tfrac12$, where zero is the only minimizer: nothing coexists with it.

Q: Now the formal side. Which objects stand for these quantities?

In Lean 4 with Mathlib:

```lean
import Mathlib

open Set

namespace PSpinFerromagnet

noncomputable section
```

A: `mixingEntropy` is $S$, with natural logarithms.

```lean
/-- Entropy per spin, in natural units, of Ising spins with magnetization `m`: the binary
entropy of the fraction `(1 + m) / 2` of up spins. -/
def mixingEntropy (m : ℝ) : ℝ := Real.binEntropy ((1 + m) / 2)
```

`freeEnergy p K m` is $f(m)$, with `p` a natural number and `K` any real. The energy convention is $-Jm^p$, without a factor such as $1/p!$.

```lean
/-- Mean-field free energy per spin, in units of temperature, of the `p`-spin ferromagnet with
reduced coupling `K`. -/
def freeEnergy (p : ℕ) (K m : ℝ) : ℝ := -K * m ^ p - mixingEntropy m
```

`IsEquilibrium` means a global minimizer on $[0,1]$. This is narrower than some usage: a metastable local minimum does not qualify.

```lean
/-- An equilibrium state is a global minimizer of the free energy among the magnetizations
in `[0, 1]`. -/
def IsEquilibrium (p : ℕ) (K m : ℝ) : Prop :=
  m ∈ Icc (0 : ℝ) 1 ∧ ∀ x ∈ Icc (0 : ℝ) 1, freeEnergy p K m ≤ freeEnergy p K x
```

Q: Why may you ignore negative $m$?

A: For $K\ge0$ it costs nothing: $f(-m)=f(m)$ for even $p$, and $f(-m)\ge f(m)$ for odd $p$. For odd $p$ and negative $K$, the restriction is a real one.

Q: And what do the final theorems assert?

A: `first_order_transition` says that for each $p\ge3$ there are $K_c$ and $m_c$ with $\tfrac12<K_c<\log2$ and $0<m_c<1$, such that zero is an equilibrium exactly when $K\le K_c$, and $m_c$ is also one at $K_c$. `magnetization_jump` says that zero is the only equilibrium below a critical coupling, and that above it every equilibrium has $m\ge m_c>0$, with $2\log2\,m_c^{p-2}>1$. For $p=3$ that means a jump to more than $0.72$. Both theorems describe the same $K_c$, since each locates where zero stops being an equilibrium. Neither says that $m_c$ is the only magnetized equilibrium at $K_c$.

Q: So where is the statistical mechanics of $N$ spins?

A: It enters through the choice of $f$. The passage from the partition function at large $N$ to minimizing $f$ is assumed. Within this infinite-range model, the result bears on Monte Carlo practice: a single-spin-flip run started near $m=0$ may stay there above $K_c$, because that state remains locally stable.

Q: Take me through the proof, then.

A: Two preliminaries supply continuity and the value $f(0)=-\log2$.

```lean
/-- The entropy depends continuously on the magnetization. -/
theorem continuous_mixingEntropy : Continuous mixingEntropy :=
  Real.binEntropy_continuous.comp (by fun_prop)

/-- For `p ≠ 0` the paramagnetic state has free energy `-log 2`. -/
theorem freeEnergy_zero {p : ℕ} (hp : p ≠ 0) (K : ℝ) : freeEnergy p K 0 = -Real.log 2 := by
  simp [freeEnergy, mixingEntropy, hp]
```

Step 1 shows that $S(m)+m^2/2$ is decreasing, from the sign of its derivative. `le_hasSum` keeps the first term of the logarithmic series and discards the other, nonnegative ones.

```lean
/-- A magnetization `m` in `[0, 1]` costs at least the entropy `m² / 2`. -/
theorem mixingEntropy_le {m : ℝ} (hm : m ∈ Icc (0 : ℝ) 1) :
    mixingEntropy m ≤ Real.log 2 - m ^ 2 / 2 := by
  have hd : ∀ x ∈ Ioo (0 : ℝ) 1, HasDerivAt (fun y => mixingEntropy y + y * y / 2)
      ((Real.log (1 - (1 + x) / 2) - Real.log ((1 + x) / 2)) * (1 / 2)
        + (1 * x + x * 1) / 2) x := by
    intro x hx
    have h1 : HasDerivAt (fun y : ℝ => (1 + y) / 2) (1 / 2) x :=
      ((hasDerivAt_id' x).const_add 1).div_const 2
    have hb := Real.hasDerivAt_binEntropy (p := (1 + x) / 2)
      (by linarith [hx.1] : (0 : ℝ) < (1 + x) / 2).ne'
      (by linarith [hx.2] : (1 + x) / 2 < 1).ne
    have h2 := HasDerivAt.comp (h := fun y : ℝ => (1 + y) / 2) x hb h1
    exact h2.fun_add (((hasDerivAt_id' x).fun_mul (hasDerivAt_id' x)).div_const 2)
  -- the entropy plus `m² / 2` decreases, because `log (1 + x) - log (1 - x) ≥ 2 x`
  have hanti : AntitoneOn (fun y => mixingEntropy y + y * y / 2) (Icc (0 : ℝ) 1) := by
    apply antitoneOn_of_deriv_nonpos (convex_Icc 0 1)
    · exact (continuous_mixingEntropy.add (by fun_prop)).continuousOn
    · rw [interior_Icc]
      exact fun x hx => (hd x hx).differentiableAt.differentiableWithinAt
    · rw [interior_Icc]
      intro x hx
      have hx0 : 0 ≤ x := hx.1.le
      have hs := le_hasSum (Real.hasSum_log_sub_log_of_abs_lt_one
        (abs_lt.mpr ⟨by linarith, hx.2⟩)) 0 (fun j _ => by positivity)
      have hs' : 2 * x ≤ Real.log (1 + x) - Real.log (1 - x) := by simpa using hs
      have e : 1 - (1 + x) / 2 = (1 - x) / 2 := by ring
      rw [(hd x hx).deriv, e, Real.log_div (by linarith [hx.2] : 0 < 1 - x).ne' two_ne_zero,
        Real.log_div (by linarith : 0 < 1 + x).ne' two_ne_zero]
      linarith
  have h := hanti (left_mem_Icc.mpr zero_le_one) hm hm.1
  have h0 : mixingEntropy 0 = Real.log 2 := by simp [mixingEntropy]
  simp only [h0] at h
  nlinarith
```

Step 3 follows, with `one_add_mul_le_pow` as Bernoulli's inequality. The bound $q\le\tfrac14$ keeps the trial state in $[\tfrac12,1)$.

```lean
/-- For `p ≥ 3` and coupling `log 2`, some partly magnetized state with `1/2 ≤ m < 1` has
lower free energy than the paramagnet. -/
theorem exists_below_paramagnet {p : ℕ} (hp : 3 ≤ p) :
    ∃ m : ℝ, 1 / 2 ≤ m ∧ m < 1 ∧
      freeEnergy p (Real.log 2) m < freeEnergy p (Real.log 2) 0 := by
  have hp' : (3 : ℝ) ≤ p := by exact_mod_cast hp
  -- flip a fraction `q = exp (-2p)` of the spins of the saturated state
  obtain ⟨q, hq⟩ : ∃ q : ℝ, q = Real.exp (-(2 * p)) := ⟨_, rfl⟩
  have hq0 : 0 < q := hq ▸ Real.exp_pos _
  have hq4 : q ≤ 1 / 4 := by
    have h1 : q * Real.exp (2 * p) = 1 := by rw [hq, ← Real.exp_add]; simp
    have h2 := Real.add_one_le_exp (2 * (p : ℝ))
    nlinarith
  have hlog : Real.log q = -(2 * p) := by rw [hq, Real.log_exp]
  have hS : 2 * p * q ≤ mixingEntropy (1 - 2 * q) := by
    have e : (1 + (1 - 2 * q)) / 2 = 1 - q := by ring
    have hn : Real.log (1 - q) ≤ 0 := Real.log_nonpos (by linarith) (by linarith)
    rw [mixingEntropy, e, Real.binEntropy_one_sub, Real.binEntropy, Real.log_inv,
      Real.log_inv, hlog]
    nlinarith [mul_nonneg (by linarith : 0 ≤ 1 - q) (neg_nonneg.mpr hn)]
  have hB := one_add_mul_le_pow (by linarith : (-2 : ℝ) ≤ -2 * q) p
  have e2 : 1 + -2 * q = 1 - 2 * q := by ring
  rw [e2] at hB
  have hl0 : 0 < Real.log 2 := Real.log_pos one_lt_two
  have hl1 : Real.log 2 < 1 := by linarith [Real.log_two_lt_d9]
  refine ⟨1 - 2 * q, by linarith, by linarith, ?_⟩
  rw [freeEnergy_zero (by omega), freeEnergy]
  have hpq : 0 < p * q := mul_pos (by linarith) hq0
  nlinarith [mul_le_mul_of_nonneg_left hB hl0.le, mul_pos (sub_pos.mpr hl1) hpq]
```

Step 2 factors $m^p=m^{p-2}m^2$ and inserts the entropy bound.

```lean
/-- For `p ≥ 2`, every magnetization `0 < m ≤ 1` with `2 K m^(p-2) < 1` has higher free energy
than the paramagnet. -/
theorem paramagnet_lt {p : ℕ} (hp : 2 ≤ p) {K m : ℝ} (hm : 0 < m) (hm1 : m ≤ 1)
    (h : 2 * K * m ^ (p - 2) < 1) : freeEnergy p K 0 < freeEnergy p K m := by
  have hpow : m ^ p = m ^ (p - 2) * m ^ 2 := by
    rw [← pow_add]
    congr 1
    omega
  have hS := mixingEntropy_le ⟨hm.le, hm1⟩
  rw [freeEnergy_zero (by omega), freeEnergy, hpow]
  generalize m ^ (p - 2) = a at h ⊢
  nlinarith [mul_lt_mul_of_pos_right h (pow_pos hm 2)]
```

Local stability then needs only an explicit radius, $1/(2(|K|+1))$.

```lean
/-- For `p ≥ 3` the paramagnet is a strict local minimum of the free energy on `m ≥ 0` at
every coupling. -/
theorem paramagnet_locally_stable {p : ℕ} (hp : 3 ≤ p) (K : ℝ) :
    ∃ r > 0, ∀ m, 0 < m → m ≤ r → freeEnergy p K 0 < freeEnergy p K m := by
  have hK := abs_nonneg K
  refine ⟨1 / (2 * (|K| + 1)), by positivity, fun m hm hmr => ?_⟩
  rw [le_div_iff₀ (by positivity)] at hmr
  have hm1 : m ≤ 1 := by nlinarith [mul_nonneg hm.le hK]
  have ha : m ^ (p - 2) ≤ m := pow_le_of_le_one hm.le hm1 (by omega)
  apply paramagnet_lt (by omega) hm hm1
  nlinarith [mul_le_mul_of_nonneg_right (le_abs_self K) (pow_pos hm (p - 2)).le,
    mul_le_mul_of_nonneg_left ha hK]
```

Q: Is there always an equilibrium to talk about?

A: Yes, a continuous function on a compact interval attains its minimum.

```lean
/-- An equilibrium state exists at every coupling. -/
theorem exists_equilibrium (p : ℕ) (K : ℝ) : ∃ m, IsEquilibrium p K m := by
  have hc : Continuous (freeEnergy p K) :=
    (continuous_const.mul (continuous_pow p)).sub continuous_mixingEntropy
  obtain ⟨m, hm, hmin⟩ := isCompact_Icc.exists_isMinOn
    (nonempty_Icc.mpr (zero_le_one (α := ℝ))) hc.continuousOn
  exact ⟨m, hm, isMinOn_iff.mp hmin⟩
```

The monotonicity in step 7 is proved by contradiction: assume $m_2<m_1$, and `nlinarith` combines the two minimality inequalities.

```lean
/-- For `p ≠ 0` the equilibrium magnetization never decreases when the coupling is raised. -/
theorem equilibrium_mono {p : ℕ} (hp : p ≠ 0) {K₁ K₂ m₁ m₂ : ℝ} (hK : K₁ < K₂)
    (h₁ : IsEquilibrium p K₁ m₁) (h₂ : IsEquilibrium p K₂ m₂) : m₁ ≤ m₂ := by
  by_contra! h
  have hpow := pow_lt_pow_left₀ h h₂.1.1 hp
  have a := h₁.2 m₂ h₂.1
  have b := h₂.2 m₁ h₁.1
  unfold freeEnergy at a b
  nlinarith [mul_pos (sub_pos.mpr hK) (sub_pos.mpr hpow)]
```

Steps 4 to 6 form the main proof. `hlow` is the minimality of the ratio, `hf` splits $[0,1]$ at $\tfrac12$, and `hdeg` is the equality $f(m_c)=f(0)$.

```lean
/-- For `p ≥ 3` there is a critical coupling between `1/2` and `log 2` up to which, and not
beyond, the paramagnet is an equilibrium state; at the critical coupling it coexists with a
partly magnetized equilibrium state. -/
theorem first_order_transition {p : ℕ} (hp : 3 ≤ p) :
    ∃ Kc mc : ℝ, 1 / 2 < Kc ∧ Kc < Real.log 2 ∧
      (∀ K, IsEquilibrium p K 0 ↔ K ≤ Kc) ∧
      0 < mc ∧ mc < 1 ∧ IsEquilibrium p Kc mc := by
  have hp0 : p ≠ 0 := by omega
  -- the critical coupling is the least ratio of entropy cost to energy gain
  have hc : ContinuousOn (fun m => (Real.log 2 - mixingEntropy m) / m ^ p)
      (Icc (1 / 2 : ℝ) 1) :=
    (continuous_const.sub continuous_mixingEntropy).continuousOn.div
      (continuous_pow p).continuousOn
      (fun m hm => (pow_pos (by linarith [hm.1]) p).ne')
  obtain ⟨mc, hmc, hmin⟩ := isCompact_Icc.exists_isMinOn
    (nonempty_Icc.mpr (by norm_num)) hc
  have hmc0 : 0 < mc := by linarith [hmc.1]
  have hpc : 0 < mc ^ p := pow_pos hmc0 p
  obtain ⟨Kc, hKc⟩ : ∃ Kc, Kc = (Real.log 2 - mixingEntropy mc) / mc ^ p := ⟨_, rfl⟩
  have heq : Kc * mc ^ p = Real.log 2 - mixingEntropy mc := by
    rw [hKc]
    exact div_mul_cancel₀ _ hpc.ne'
  have hlow : ∀ m ∈ Icc (1 / 2 : ℝ) 1, Kc * m ^ p ≤ Real.log 2 - mixingEntropy m := by
    intro m hm
    rw [hKc]
    exact (le_div_iff₀ (pow_pos (by linarith [hm.1]) p)).mp (isMinOn_iff.mp hmin m hm)
  have hlt : Kc < Real.log 2 := by
    obtain ⟨m, h1, h2, h3⟩ := exists_below_paramagnet hp
    rw [freeEnergy_zero hp0, freeEnergy] at h3
    have h4 := hlow m ⟨h1, h2.le⟩
    exact lt_of_mul_lt_mul_right (by linarith : Kc * m ^ p < Real.log 2 * m ^ p)
      (pow_nonneg (by linarith) p)
  have hf : ∀ m ∈ Icc (0 : ℝ) 1, freeEnergy p Kc 0 ≤ freeEnergy p Kc m := by
    intro m hm
    rcases le_or_gt (1 / 2) m with h | h
    · rw [freeEnergy_zero hp0, freeEnergy]
      linarith [hlow m ⟨h, hm.2⟩]
    · rcases hm.1.eq_or_lt with h0 | h0
      · rw [← h0]
      · -- small magnetizations lie above the paramagnet
        have ha : m ^ (p - 2) ≤ m := pow_le_of_le_one hm.1 hm.2 (by omega)
        have hK1 : Kc ≤ 1 := by linarith [Real.log_two_lt_d9]
        refine (paramagnet_lt (by omega) h0 hm.2 ?_).le
        nlinarith [mul_le_mul_of_nonneg_right hK1 (pow_pos h0 (p - 2)).le]
  have hdeg : freeEnergy p Kc mc = freeEnergy p Kc 0 := by
    rw [freeEnergy_zero hp0, freeEnergy]
    linarith
  have hmc1 : mc < 1 := by
    refine lt_of_le_of_ne hmc.2 fun h => ?_
    have h1 : mixingEntropy 1 = 0 := by norm_num [mixingEntropy]
    rw [h, one_pow, h1] at heq
    linarith
  refine ⟨Kc, mc, ?_, hlt, fun K => ⟨fun h => ?_, fun h => ?_⟩, hmc0, hmc1,
    ⟨hmc0.le, hmc1.le⟩, fun x hx => hdeg.trans_le (hf x hx)⟩
  · by_contra! h
    have ha : mc ^ (p - 2) < 1 := pow_lt_one₀ hmc0.le hmc1 (by omega)
    have hb := paramagnet_lt (p := p) (K := Kc) (by omega) hmc0 hmc1.le
      (by nlinarith [mul_le_mul_of_nonneg_right h (pow_pos hmc0 (p - 2)).le])
    linarith
  · have h1 := h.2 mc ⟨hmc0.le, hmc1.le⟩
    rw [freeEnergy_zero hp0, freeEnergy] at h1
    exact le_of_mul_le_mul_right (by linarith : K * mc ^ p ≤ Kc * mc ^ p) hpc
  · refine ⟨⟨le_rfl, zero_le_one⟩, fun x hx => ?_⟩
    have h1 := hf x hx
    rw [freeEnergy_zero hp0, freeEnergy] at h1 ⊢
    linarith [mul_le_mul_of_nonneg_right h (pow_nonneg hx.1 p)]
```

Q: And the size of the jump?

A: Since $m_c$ ties with zero at $K_c$, step 2 forces $2K_cm_c^{p-2}\ge1$, and $K_c<\log2$ turns this into the stated bound. The rest is `equilibrium_mono`, applied once on each side of $K_c$.

```lean
/-- For `p ≥ 3` the magnetization jumps: below a critical coupling the paramagnet is the only
equilibrium state, and above it every equilibrium magnetization is at least some `mc > 0`
with `2 log 2 · mc^(p-2) > 1`. -/
theorem magnetization_jump {p : ℕ} (hp : 3 ≤ p) :
    ∃ Kc mc : ℝ, 0 < mc ∧ 1 < 2 * Real.log 2 * mc ^ (p - 2) ∧
      (∀ K < Kc, ∀ m, IsEquilibrium p K m ↔ m = 0) ∧
      (∀ K > Kc, ∀ m, IsEquilibrium p K m → mc ≤ m) := by
  obtain ⟨Kc, mc, _, hlt, hiff, h0, h1, hmc⟩ := first_order_transition hp
  have hp0 : p ≠ 0 := by omega
  refine ⟨Kc, mc, h0, ?_, fun K hK m => ⟨fun h => ?_, fun h => ?_⟩,
    fun K hK m h => equilibrium_mono hp0 hK hmc h⟩
  · have hge : 1 ≤ 2 * Kc * mc ^ (p - 2) := by
      by_contra! h
      exact absurd (hmc.2 0 ⟨le_rfl, zero_le_one⟩)
        (not_le_of_gt (paramagnet_lt (by omega) h0 h1.le h))
    nlinarith [mul_lt_mul_of_pos_right hlt (pow_pos h0 (p - 2))]
  · exact le_antisymm (equilibrium_mono hp0 hK h ((hiff Kc).mpr le_rfl)) h.1.1
  · rw [h]
    exact (hiff K).mpr hK.le

end

end PSpinFerromagnet
```

```lean
#print axioms PSpinFerromagnet.paramagnet_locally_stable
-- 'PSpinFerromagnet.paramagnet_locally_stable' depends on axioms: [propext, Classical.choice, Quot.sound]
#print axioms PSpinFerromagnet.exists_equilibrium
-- 'PSpinFerromagnet.exists_equilibrium' depends on axioms: [propext, Classical.choice, Quot.sound]
#print axioms PSpinFerromagnet.first_order_transition
-- 'PSpinFerromagnet.first_order_transition' depends on axioms: [propext, Classical.choice, Quot.sound]
#print axioms PSpinFerromagnet.magnetization_jump
-- 'PSpinFerromagnet.magnetization_jump' depends on axioms: [propext, Classical.choice, Quot.sound]
```
